# Exponentially small Majorana levels in the open Kitaev chain with t = Δ and 0 < |μ| < 2t

Diagonalise an open Kitaev chain of 60 sites with μ = t = Δ using a general-purpose dense eigensolver in double precision, and the level nearest zero typically comes out as rounding noise. Such output does not show whether that level is exactly zero or merely tiny. Here it is nonzero, and at most 2⁻⁵⁹|μ|, about 1.7 × 10⁻¹⁸|μ|. Both facts follow from one triangular matrix.

```lean
import Mathlib

open Matrix

namespace KitaevMajoranaSplitting

noncomputable section
```

## The chain as a real matrix

Take a chain of N sites with chemical potential μ and equal hopping and pairing t = Δ > 0. Each site carries two Majorana operators a_j and b_j, which are Hermitian, square to one and anticommute with one another. Up to a constant, the Hamiltonian is

H = (i/2) Σ_jk b_j B_jk a_k,

with B_jj = μ, B_j,j+1 = 2t and all other entries zero. The formal development starts from B; the reduction from fermion operators is taken as given. Sites are counted from zero.

```lean
/-- Coupling matrix between the two Majorana species of an open Kitaev chain with equal hopping
and pairing `t`: `μ` on the diagonal and `2t` on the superdiagonal. -/
def majoranaCoupling (N : ℕ) (μ t : ℝ) : Matrix (Fin N) (Fin N) ℝ :=
  Matrix.of fun i j => if i = j then μ else if (i : ℕ) + 1 = (j : ℕ) then 2 * t else 0
```

The trial zero mode, which decays from the left end when |μ| < 2t, is

x_j = r^j, r = −μ/(2t).

```lean
/-- The edge profile `x_j = (-μ/2t)^j`, with sites counted from zero. -/
def edgeMode (N : ℕ) (μ t : ℝ) : Fin N → ℝ := fun j => (-μ / (2 * t)) ^ (j : ℕ)
```

In the basis (a, b), the single-particle Hamiltonian has off-diagonal blocks −iBᵀ and iB. It is Hermitian because B is real.

```lean
/-- Single-particle Hamiltonian in the Majorana basis, with off-diagonal blocks `-i Bᵀ` and
`i B`. -/
def majoranaHamiltonian {N : ℕ} (B : Matrix (Fin N) (Fin N) ℝ) :
    Matrix (Fin N ⊕ Fin N) (Fin N ⊕ Fin N) ℂ :=
  Matrix.fromBlocks 0 (Matrix.of fun i j => -Complex.I * (B j i : ℂ))
    (Matrix.of fun i j => Complex.I * (B i j : ℂ)) 0
```

A level is a real E with a nonzero complex eigenvector, which need not be normalised. A positive E is the energy cost of filling the corresponding fermion mode.

```lean
/-- `E` is a single-particle level: the Majorana Hamiltonian has a nonzero eigenvector at `E`. -/
def IsLevel {N : ℕ} (B : Matrix (Fin N) (Fin N) ℝ) (E : ℝ) : Prop :=
  ∃ ψ : Fin N ⊕ Fin N → ℂ, ψ ≠ 0 ∧ majoranaHamiltonian B *ᵥ ψ = (E : ℂ) • ψ
```

## No exact zero unless μ = 0

B is upper triangular, so its determinant is the product of its diagonal entries:

det B = μ^N.

The proof checks that entries below the diagonal vanish, then applies the triangular determinant formula.

```lean
/-- The determinant of the coupling matrix is `μ^N`. -/
theorem det_majoranaCoupling (N : ℕ) (μ t : ℝ) : (majoranaCoupling N μ t).det = μ ^ N := by
  have h : (majoranaCoupling N μ t).BlockTriangular id := by
    intro i j hij
    have h' : (j : ℕ) < (i : ℕ) := hij
    have h1 : i ≠ j := fun h => by subst h; omega
    have h2 : ¬ ((i : ℕ) + 1 = (j : ℕ)) := by omega
    simp [majoranaCoupling, h1, h2]
  rw [Matrix.det_of_isUpperTriangular h]
  simp [majoranaCoupling]
```

A square matrix has a nonzero null vector exactly when its determinant vanishes. For N = n + 1 ≥ 1, μ^N = 0 means μ = 0. At E = 0 the eigenvalue equation for ψ = (v, w) splits into Bv = 0 and Bᵀw = 0, and Bᵀ has the same determinant as B. So the chain has a level at exactly zero only when μ = 0. The Lean theorem below covers the statement about B.

```lean
/-- The coupling matrix of a nonempty chain has a nonzero null vector exactly when `μ = 0`. -/
theorem exact_zero_mode_iff (n : ℕ) (μ t : ℝ) :
    (∃ v, v ≠ 0 ∧ majoranaCoupling (n + 1) μ t *ᵥ v = 0) ↔ μ = 0 := by
  rw [Matrix.exists_mulVec_eq_zero_iff, det_majoranaCoupling]
  exact pow_eq_zero_iff (Nat.succ_ne_zero n)
```

## The edge profile almost solves Bx = 0

For every site j < n,

(Bx)_j = μ r^j + 2t r^(j+1) = (μ − μ) r^j = 0.

The last site has no right neighbour, so (Bx)_n = μ r^n survives. In Lean, `Pi.single (Fin.last n)` is the vector supported there, and the proof splits on whether the row is the last.

```lean
/-- For `t > 0`, the coupling matrix sends the edge profile to a vector supported on the last site
only. -/
theorem coupling_mulVec_edgeMode (n : ℕ) (μ : ℝ) {t : ℝ} (ht : 0 < t) :
    majoranaCoupling (n + 1) μ t *ᵥ edgeMode (n + 1) μ t
      = Pi.single (Fin.last n) (μ * (-μ / (2 * t)) ^ n) := by
  ext i
  have split : ∀ j : Fin (n + 1), majoranaCoupling (n + 1) μ t i j * edgeMode (n + 1) μ t j
      = (if i = j then μ * edgeMode (n + 1) μ t j else 0)
        + (if (i : ℕ) + 1 = (j : ℕ) then 2 * t * edgeMode (n + 1) μ t j else 0) := by
    intro j
    by_cases h : i = j
    · subst h
      simp [majoranaCoupling]
    · by_cases h2 : (i : ℕ) + 1 = (j : ℕ) <;> simp [majoranaCoupling, h, h2]
  change ∑ j, majoranaCoupling (n + 1) μ t i j * edgeMode (n + 1) μ t j = _
  rw [Finset.sum_congr rfl (fun j _ => split j), Finset.sum_add_distrib, Finset.sum_ite_eq,
    if_pos (Finset.mem_univ i)]
  by_cases h : i = Fin.last n
  · -- the last site has no right neighbour
    subst h
    rw [Pi.single_eq_same, Finset.sum_eq_zero, add_zero]
    · simp [edgeMode]
    · intro j _
      have hj := j.isLt
      exact if_neg (by rw [Fin.val_last]; omega)
  · -- elsewhere the two terms cancel
    have hi : (i : ℕ) ≠ n := fun h' => h (Fin.ext h')
    have hlt : (i : ℕ) + 1 < n + 1 := by have := i.isLt; omega
    rw [Pi.single_eq_of_ne h, Finset.sum_eq_single (⟨(i : ℕ) + 1, hlt⟩ : Fin (n + 1))]
    · rw [if_pos rfl]
      have hr : 2 * t * (-μ / (2 * t)) = -μ := mul_div_cancel₀ _ (by positivity)
      simp only [edgeMode, pow_succ]
      linear_combination (-μ / (2 * t)) ^ (i : ℕ) * hr
    · intro j _ hj
      exact if_neg fun h' => hj (Fin.ext h'.symm)
    · intro h'
      exact absurd (Finset.mem_univ _) h'
```

Since x_0 = 1, we have ‖x‖² ≥ 1, and therefore

‖Bx‖² = (|μ| |r|^n)² ≤ (|μ| |r|^n)² ‖x‖².

```lean
/-- For `t > 0`, the squared residual of the edge profile is at most `(|μ| (|μ|/2t)^n)²` times its
squared norm, for a chain of `n + 1` sites. -/
theorem edgeMode_residual_sq (n : ℕ) (μ : ℝ) {t : ℝ} (ht : 0 < t) :
    (majoranaCoupling (n + 1) μ t *ᵥ edgeMode (n + 1) μ t) ⬝ᵥ
        (majoranaCoupling (n + 1) μ t *ᵥ edgeMode (n + 1) μ t)
      ≤ (|μ| * (|μ| / (2 * t)) ^ n) ^ 2 * (edgeMode (n + 1) μ t ⬝ᵥ edgeMode (n + 1) μ t) := by
  -- the first site alone contributes one to the squared norm
  have h1 : 1 ≤ edgeMode (n + 1) μ t ⬝ᵥ edgeMode (n + 1) μ t := by
    have h := Finset.single_le_sum (s := Finset.univ)
      (f := fun j => edgeMode (n + 1) μ t j * edgeMode (n + 1) μ t j)
      (fun j _ => mul_self_nonneg _) (Finset.mem_univ (0 : Fin (n + 1)))
    have h0 : edgeMode (n + 1) μ t 0 = 1 := by simp [edgeMode]
    simp only [h0, mul_one] at h
    exact h
  have hb : |μ| * (|μ| / (2 * t)) ^ n = |μ * (-μ / (2 * t)) ^ n| := by
    rw [abs_mul, abs_pow, abs_div, abs_neg, abs_of_pos (by positivity : 0 < 2 * t)]
  rw [coupling_mulVec_edgeMode n μ ht, single_dotProduct, Pi.single_eq_same, hb, sq_abs, pow_two]
  exact le_mul_of_one_le_right (mul_self_nonneg _) h1
```

Taking square roots gives the bound with exponent n = N − 1. `WithLp.toLp 2` selects the Euclidean norm, since plain functions carry the maximum norm in Mathlib.

```lean
/-- For `t > 0`, in the Euclidean norm, the edge profile on `n + 1` sites obeys `‖B x‖ ≤ |μ|
(|μ|/2t)^n ‖x‖`. -/
theorem edgeMode_residual_norm (n : ℕ) (μ : ℝ) {t : ℝ} (ht : 0 < t) :
    ‖WithLp.toLp 2 (majoranaCoupling (n + 1) μ t *ᵥ edgeMode (n + 1) μ t)‖
      ≤ |μ| * (|μ| / (2 * t)) ^ n * ‖WithLp.toLp 2 (edgeMode (n + 1) μ t)‖ := by
  have hn : ∀ v : Fin (n + 1) → ℝ, ‖WithLp.toLp 2 v‖ ^ 2 = v ⬝ᵥ v := by
    intro v
    rw [EuclideanSpace.norm_sq_eq]
    simp [dotProduct, pow_two]
  rw [← sq_le_sq₀ (norm_nonneg _) (by positivity), mul_pow, hn, hn]
  exact edgeMode_residual_sq n μ ht
```

## From a small residual to an eigenvalue

If every eigenvalue of BᵀB exceeded c, expanding x ≠ 0 in eigenvectors would give

‖Bx‖² = xᵀBᵀBx > c‖x‖².

A trial vector with ‖Bx‖² ≤ c‖x‖² therefore forces an eigenvalue e ≤ c.

The proof turns on `posDef_iff_eigenvalues_pos`: a Hermitian matrix is positive definite exactly when all its eigenvalues are positive. Applied to BᵀB − c, it replaces the expansion. The trial vector rules out positive definiteness, so some shifted eigenvalue is at most zero, and adding c back gives e.

```lean
/-- Variational principle: a nonzero trial vector with `‖B x‖² ≤ c ‖x‖²` guarantees an
eigenvalue of `Bᵀ B` not above `c`. -/
theorem exists_eigenvalue_le {N : ℕ} (B : Matrix (Fin N) (Fin N) ℝ) {x : Fin N → ℝ} {c : ℝ}
    (hx : x ≠ 0) (h : (B *ᵥ x) ⬝ᵥ (B *ᵥ x) ≤ c * (x ⬝ᵥ x)) :
    ∃ v : Fin N → ℝ, v ≠ 0 ∧ ∃ e ≤ c, (Bᵀ * B) *ᵥ v = e • v := by
  have hM : (Bᵀ * B - Matrix.diagonal fun _ => c).IsHermitian := by
    rw [Matrix.IsHermitian, Matrix.conjTranspose_eq_transpose_of_trivial, Matrix.transpose_sub,
      Matrix.transpose_mul, Matrix.transpose_transpose, Matrix.diagonal_transpose]
  have act : ∀ y, (Bᵀ * B - Matrix.diagonal fun _ => c) *ᵥ y = (Bᵀ * B) *ᵥ y - c • y := by
    intro y
    rw [Matrix.sub_mulVec]
    ext i
    simp only [Pi.sub_apply, Matrix.mulVec_diagonal, Pi.smul_apply, smul_eq_mul]
  -- the trial vector shows that the shifted matrix is not positive definite
  have hnot : ¬ (Bᵀ * B - Matrix.diagonal fun _ => c).PosDef := fun hp => by
    have h1 := hp.dotProduct_mulVec_pos hx
    rw [star_trivial, act, dotProduct_sub, dotProduct_smul, smul_eq_mul, ← Matrix.mulVec_mulVec,
      Matrix.dotProduct_mulVec, Matrix.vecMul_transpose] at h1
    linarith
  rw [hM.posDef_iff_eigenvalues_pos] at hnot
  obtain ⟨i, hi⟩ := not_forall.1 hnot
  have h1 := hM.mulVec_eigenvectorBasis i
  rw [act] at h1
  refine ⟨(hM.eigenvectorBasis i).ofLp, fun h0 => ?_, c + hM.eigenvalues i,
    by linarith [not_lt.1 hi], ?_⟩
  · exact hM.eigenvectorBasis.orthonormal.ne_zero i (by ext j; simpa using congrFun h0 j)
  · rw [add_smul]
    exact sub_eq_iff_eq_add'.1 h1
```

Suppose Bv = Eu and Bᵀu = Ev with v ≠ 0. Then ψ = (v, iu) is an eigenvector at E, because

−iBᵀ(iu) = Bᵀu = Ev, iBv = E(iu).

The Lean proof checks these two blocks component by component.

```lean
/-- Real amplitudes with `B v = E u` and `Bᵀ u = E v`, `v ≠ 0`, give a level `E` of the Majorana
Hamiltonian. -/
theorem isLevel_of_singular_pair {N : ℕ} {B : Matrix (Fin N) (Fin N) ℝ} {u v : Fin N → ℝ}
    {E : ℝ} (hv : v ≠ 0) (h1 : B *ᵥ v = E • u) (h2 : Bᵀ *ᵥ u = E • v) : IsLevel B E := by
  refine ⟨Sum.elim (fun j => (v j : ℂ)) (fun j => Complex.I * (u j : ℂ)), fun h => hv ?_, ?_⟩
  · ext j
    simpa using congrFun h (Sum.inl j)
  · ext k
    rcases k with j | j
    · have c : ∑ k, B k j * u k = E * v j := congrFun h2 j
      have c' : ∑ k, (B k j : ℂ) * (u k : ℂ) = (E : ℂ) * (v j : ℂ) := by exact_mod_cast c
      simp only [Matrix.mulVec, dotProduct, Fintype.sum_sum_type, majoranaHamiltonian,
        Matrix.fromBlocks_apply₁₁, Matrix.fromBlocks_apply₁₂, Matrix.zero_apply, Matrix.of_apply,
        Sum.elim_inl, Sum.elim_inr, zero_mul, Finset.sum_const_zero, zero_add, Pi.smul_apply,
        smul_eq_mul]
      rw [← c']
      refine Finset.sum_congr rfl fun k _ => ?_
      linear_combination (-(B k j : ℂ) * (u k : ℂ)) * Complex.I_sq
    · have c : ∑ k, B j k * v k = E * u j := congrFun h1 j
      have c' : ∑ k, (B j k : ℂ) * (v k : ℂ) = (E : ℂ) * (u j : ℂ) := by exact_mod_cast c
      simp only [Matrix.mulVec, dotProduct, Fintype.sum_sum_type, majoranaHamiltonian,
        Matrix.fromBlocks_apply₂₁, Matrix.fromBlocks_apply₂₂, Matrix.zero_apply, Matrix.of_apply,
        Sum.elim_inl, Sum.elim_inr, zero_mul, Finset.sum_const_zero, add_zero, Pi.smul_apply,
        smul_eq_mul]
      rw [mul_left_comm, ← c', Finset.mul_sum]
      exact Finset.sum_congr rfl fun k _ => by ring
```

Now take c = (|μ| |r|^n)² and the eigenvector v just found. For μ ≠ 0, B is invertible, so e‖v‖² = ‖Bv‖² > 0. Set E = √e and u = Bv/E. Then

Bᵀu = BᵀBv/E = Ev,

and replacing u by −u gives the partner level −E. For a single site the bound reads E ≤ |μ|.

```lean
/-- For `μ ≠ 0` and `t > 0`, the open chain of `n + 1` sites has a pair of levels `±E` with
`0 < E ≤ |μ| (|μ|/2t)^n`. -/
theorem majorana_splitting (n : ℕ) {μ t : ℝ} (hμ : μ ≠ 0) (ht : 0 < t) :
    ∃ E : ℝ, 0 < E ∧ E ≤ |μ| * (|μ| / (2 * t)) ^ n ∧
      IsLevel (majoranaCoupling (n + 1) μ t) E ∧ IsLevel (majoranaCoupling (n + 1) μ t) (-E) := by
  have hx : edgeMode (n + 1) μ t ≠ 0 := fun h => by
    have h0 := congrFun h 0
    simp [edgeMode] at h0
  obtain ⟨v, hv, e, he, hev⟩ := exists_eigenvalue_le _ hx (edgeMode_residual_sq n μ ht)
  have hpos : ∀ w : Fin (n + 1) → ℝ, w ≠ 0 → 0 < w ⬝ᵥ w := fun w hw =>
    lt_of_le_of_ne (Finset.sum_nonneg fun i _ => mul_self_nonneg (w i))
      fun h => hw (dotProduct_self_eq_zero.1 h.symm)
  -- the coupling matrix is invertible for `μ ≠ 0`, so it does not annihilate `v`
  have hBv : majoranaCoupling (n + 1) μ t *ᵥ v ≠ 0 := fun h =>
    hμ ((exact_zero_mode_iff n μ t).1 ⟨v, hv, h⟩)
  have hq : e * (v ⬝ᵥ v) = (majoranaCoupling (n + 1) μ t *ᵥ v) ⬝ᵥ
      (majoranaCoupling (n + 1) μ t *ᵥ v) := by
    rw [← smul_eq_mul, ← dotProduct_smul, ← hev, ← Matrix.mulVec_mulVec,
      Matrix.dotProduct_mulVec, Matrix.vecMul_transpose]
  have he0 : 0 < e := pos_of_mul_pos_left (hq ▸ hpos _ hBv) (hpos v hv).le
  have hE : 0 < √e := Real.sqrt_pos.2 he0
  have h1 : majoranaCoupling (n + 1) μ t *ᵥ v
      = √e • ((√e)⁻¹ • (majoranaCoupling (n + 1) μ t *ᵥ v)) := (smul_inv_smul₀ hE.ne' _).symm
  have h2 : (majoranaCoupling (n + 1) μ t)ᵀ *ᵥ ((√e)⁻¹ • (majoranaCoupling (n + 1) μ t *ᵥ v))
      = √e • v := by
    have hs : (√e)⁻¹ * e = √e := by
      rw [inv_mul_eq_iff_eq_mul₀ hE.ne', Real.mul_self_sqrt he0.le]
    rw [Matrix.mulVec_smul, Matrix.mulVec_mulVec, hev, smul_smul, hs]
  refine ⟨√e, hE, Real.sqrt_le_iff.2 ⟨by positivity, he⟩, isLevel_of_singular_pair hv h1 h2, ?_⟩
  -- reversing the sign of one Majorana species gives the partner level
  refine isLevel_of_singular_pair (u := -((√e)⁻¹ • (majoranaCoupling (n + 1) μ t *ᵥ v))) hv ?_ ?_
  · rw [neg_smul, smul_neg, neg_neg]
    exact h1
  · rw [Matrix.mulVec_neg, h2, neg_smul]
```

In code, taking E from a singular value decomposition of B avoids forming BᵀB. Diagonalising BᵀB and taking the square root can lose levels below roughly √ε_mach ‖B‖, where ε_mach is the machine precision, while a general backward-stable SVD keeps absolute errors to at most about ε_mach ‖B‖. Since B is bidiagonal, algorithms designed for such matrices can do better and compute even tiny singular values to high relative accuracy.

## Long chains

The bound holds for any μ ≠ 0, but it shrinks with length only when |μ| < 2t. Then |r|^n → 0, and for any ε > 0 all sufficiently long chains have a pair ±E with 0 < E < ε. `∀ᶠ n in Filter.atTop` expresses "all sufficiently long".

For this uniform, non-interacting chain at t = Δ, the result limits the energy splitting of a fermion mode proposed for storing quantum information. It does not address a gap to the other levels, the localisation of the exact eigenvector at the ends, disorder or t ≠ Δ.

```lean
/-- For `0 < |μ| < 2t` and any resolution `ε > 0`, every sufficiently long chain has a pair of
levels `±E` with `0 < E < ε`. -/
theorem splitting_vanishes_in_long_chains {μ t ε : ℝ} (hμ : μ ≠ 0) (h : |μ| < 2 * t)
    (hε : 0 < ε) :
    ∀ᶠ n : ℕ in Filter.atTop, ∃ E : ℝ, 0 < E ∧ E < ε ∧
      IsLevel (majoranaCoupling (n + 1) μ t) E ∧ IsLevel (majoranaCoupling (n + 1) μ t) (-E) := by
  have ht : 0 < t := by linarith [abs_nonneg μ]
  have hr : |μ| / (2 * t) < 1 := (div_lt_one (by positivity)).2 h
  have hlim := (tendsto_pow_atTop_nhds_zero_of_lt_one (by positivity) hr).const_mul |μ|
  rw [mul_zero] at hlim
  filter_upwards [hlim.eventually_lt_const hε] with n hn
  obtain ⟨E, hE, hle, hp, hm⟩ := majorana_splitting n hμ ht
  exact ⟨E, hE, hle.trans_lt hn, hp, hm⟩

end

end KitaevMajoranaSplitting
```

```lean
#print axioms KitaevMajoranaSplitting.edgeMode_residual_norm
#print axioms KitaevMajoranaSplitting.majorana_splitting
#print axioms KitaevMajoranaSplitting.splitting_vanishes_in_long_chains
```

```
'KitaevMajoranaSplitting.edgeMode_residual_norm' depends on axioms: [propext, Classical.choice, Quot.sound]
'KitaevMajoranaSplitting.majorana_splitting' depends on axioms: [propext, Classical.choice, Quot.sound]
'KitaevMajoranaSplitting.splitting_vanishes_in_long_chains' depends on axioms: [propext, Classical.choice, Quot.sound]
```
